# A planar spiral minimises the isotropic exchange energy of classical spins with two or more components on a translation-invariant ring

**Question**

If I look for the ground state of a frustrated classical magnet by comparing a few trial states, I can settle on the wrong order: each trial gives only an upper bound, and a spiral of some other pitch may lie lower. On a ring of N sites with a real even coupling J(r), I would take

K(q) = ∑ᵣ J(r) cos(2πqr/N)

and expect unit spins sᵢ in ℝⁿ, n ≥ 2, to have minimum energy N min K, with each pair counted in both orders, attained by a planar spiral. Can this be made rigorous and machine-checked?

**Answer**

Yes, and J need not be even. Write θ = 2π/N, let all sums run over the integers mod N, and set

E = ∑ᵢⱼ J(i−j)⟨sᵢ,sⱼ⟩.

## From lattice waves to the energy bound

Fix r ≠ 0 and let A = ∑_q cos(θqr), B = ∑_q sin(θqr). Replacing q by q+1 only reorders the sums, so

A = A cos θr − B sin θr
B = B cos θr + A sin θr.

Hence A(1−cos θr) = −B sin θr and B(1−cos θr) = A sin θr. Multiplying the first by 1−cos θr and inserting the second gives

A[(1−cos θr)² + sin² θr] = 2A(1−cos θr) = 0.

Since cos θr ≠ 1, A = 0. For r = 0 the cosine sum is N.

Next define the structure factor, which measures the weight of the spin pattern at wave number q:

S(q) = ∑ᵢⱼ cos(θq(i−j))⟨sᵢ,sⱼ⟩
= ‖∑ᵢ cos(θqi)sᵢ‖² + ‖∑ᵢ sin(θqi)sᵢ‖² ≥ 0.

The second line follows from the cosine subtraction formula. Orthogonality gives ∑_q S(q) = N∑ᵢ‖sᵢ‖². With the product formula for cosines it also gives

∑_q K(q)cos(θqt) = N[J(t)+J(−t)]/2.

Put t = i−j, multiply by ⟨sᵢ,sⱼ⟩ and sum over i and j. The inner product is symmetric, so both halves contribute equally, and ∑_q K(q)S(q) = NE. For every real c, therefore,

∑_q (K(q)−c)S(q) = N(E − c∑ᵢ‖sᵢ‖²).

For unit spins and c = min K the left side is nonnegative, so E ≥ N min K.

To attain the bound, take orthonormal e, f and a q that minimises K, and set

sᵢ = cos(θqi)e + sin(θqi)f.

Then ⟨sᵢ,sⱼ⟩ = cos(θq(i−j)). Setting i = j shows that the spins have unit length, and summing over separations gives E = N K(q) = N min K.

## What the theorems say about the magnet

`ZMod N` labels both sites and wave numbers, with N ≥ 1. A configuration is a function from sites to `EuclideanSpace ℝ (Fin n)`. In `luttinger_tisza`, `IsLeast` says that N min K is the energy of some unit-spin configuration and that no such configuration lies lower; the second part of the statement exhibits the spiral.

The energy counts each pair in both orders and includes J(0). Positive J favours antiparallel spins. The spiral may be collinear, as it is for q = 0.

`energy_eq_min_iff` says that unit spins reach N min K exactly when S vanishes wherever K exceeds its minimum. `ising_triangle` shows why one component is not enough in general: with J = 1 between distinct sites of a triangle, min K ≤ −1, while Ising spins have E ≥ −2, above the bound of at most −3.

The Luttinger–Tisza method is also applied to crystals with several spins per cell, where unit spins may be unable to reach the lower bound found by fixing only the sum of their squared lengths; the theorem here treats a ring with one spin per cell. For this finite, classical, isotropic model, N min K is an exact reference for testing a numerical energy minimiser.

## The checked file and its steps

```lean
import Mathlib

open Finset

namespace LuttingerTisza

noncomputable section

variable {N : ℕ} [NeZero N] {V : Type*} [NormedAddCommGroup V] [InnerProductSpace ℝ V]

/-- The cosine of the lattice angle `2πx/N`. -/
def latticeCos (x : ZMod N) : ℝ := Real.cos (2 * Real.pi * x.val / N)

/-- The sine of the lattice angle `2πx/N`. -/
def latticeSin (x : ZMod N) : ℝ := Real.sin (2 * Real.pi * x.val / N)

/-- The cosine transform `K(q) = ∑ r, J(r) cos(2πqr/N)` of the exchange coupling. -/
def coupling (J : ZMod N → ℝ) (q : ZMod N) : ℝ :=
  ∑ r : ZMod N, J r * Real.cos (2 * Real.pi * q.val * r.val / N)

/-- The smallest value of `K(q)` over all wave numbers. -/
def minCoupling (J : ZMod N → ℝ) : ℝ := univ.inf' univ_nonempty (coupling J)

/-- The exchange energy `∑ i j, J(i - j) ⟨s i, s j⟩` of classical spins on a ring. -/
def energy (J : ZMod N → ℝ) (s : ZMod N → V) : ℝ :=
  ∑ i, ∑ j, J (i - j) * inner ℝ (s i) (s j)

/-- The (unnormalised) spin structure factor at wave number `q`. -/
def structureFactor (s : ZMod N → V) (q : ZMod N) : ℝ :=
  ∑ i, ∑ j, latticeCos (q * (i - j)) * inner ℝ (s i) (s j)

/-- The spiral of wave number `q` in the plane spanned by `e` and `f`. -/
def spiral (e f : V) (q i : ZMod N) : V :=
  latticeCos (q * i) • e + latticeSin (q * i) • f

/-- The lattice cosine and sine of an integer may be computed from any representative mod `N`. -/
theorem lattice_int (a : ℤ) :
    latticeCos (a : ZMod N) = Real.cos (2 * Real.pi * a / N) ∧
    latticeSin (a : ZMod N) = Real.sin (2 * Real.pi * a / N) := by
  have hN : (N : ℝ) ≠ 0 := Nat.cast_ne_zero.mpr (NeZero.ne N)
  have h : (((a : ZMod N).val : ℕ) : ℤ) = a % N := ZMod.val_intCast a
  have h3 : a = (((a : ZMod N).val : ℕ) : ℤ) + N * (a / N) := by
    rw [h, Int.emod_def]; ring
  have h2 : (a : ℝ) = ((a : ZMod N).val : ℝ) + N * ((a / N : ℤ) : ℝ) := by
    exact_mod_cast h3
  have h4 : 2 * Real.pi * a / N =
      2 * Real.pi * ((a : ZMod N).val : ℝ) / N + ((a / N : ℤ) : ℝ) * (2 * Real.pi) := by
    rw [h2]
    field_simp
  rw [h4, Real.cos_add_int_mul_two_pi, Real.sin_add_int_mul_two_pi]
  exact ⟨rfl, rfl⟩

/-- Addition formulas for the lattice cosine and sine. -/
theorem lattice_add (x y : ZMod N) :
    latticeCos (x + y) = latticeCos x * latticeCos y - latticeSin x * latticeSin y ∧
    latticeSin (x + y) = latticeSin x * latticeCos y + latticeCos x * latticeSin y ∧
    latticeCos (x - y) = latticeCos x * latticeCos y + latticeSin x * latticeSin y := by
  have h : (((x.val : ℤ) + (y.val : ℤ) : ℤ) : ZMod N) = x + y := by simp
  have h' : (((x.val : ℤ) - (y.val : ℤ) : ℤ) : ZMod N) = x - y := by simp
  rw [← h, ← h', (lattice_int _).1, (lattice_int _).2, (lattice_int _).1]
  unfold latticeCos latticeSin
  rw [← Real.cos_add, ← Real.sin_add, ← Real.cos_sub]
  refine ⟨?_, ?_, ?_⟩ <;> congr 1 <;> push_cast <;> ring

/-- `K(q)` written with the lattice cosine of the product `qr` taken mod `N`. -/
theorem coupling_eq (J : ZMod N → ℝ) (q : ZMod N) :
    coupling J q = ∑ r, J r * latticeCos (q * r) := by
  refine sum_congr rfl fun r _ => ?_
  have h : (((q.val : ℤ) * (r.val : ℤ) : ℤ) : ZMod N) = q * r := by simp
  rw [← h, (lattice_int _).1]
  congr 2
  push_cast
  ring

/-- Orthogonality of lattice waves: the cosines sum to `N` at `r = 0` and to zero otherwise. -/
theorem sum_latticeCos (r : ZMod N) :
    ∑ q, latticeCos (q * r) = if r = 0 then (N : ℝ) else 0 := by
  split_ifs with h
  · simp [h, latticeCos, ZMod.card]
  · have shift : ∀ g : ZMod N → ℝ, ∑ q, g (q + 1) = ∑ q, g q := fun g =>
      Fintype.sum_equiv (Equiv.addRight (1 : ZMod N)) _ _ (fun q => by simp)
    -- shifting `q` by one rotates the pair of sums by the angle of `r`
    have hc : ∑ q, latticeCos (q * r) = latticeCos r * ∑ q, latticeCos (q * r)
        - latticeSin r * ∑ q, latticeSin (q * r) := by
      calc _ = ∑ q, latticeCos ((q + 1) * r) :=
            (shift (fun q => latticeCos (q * r))).symm
        _ = _ := by
            rw [mul_sum, mul_sum, ← sum_sub_distrib]
            refine sum_congr rfl fun q _ => ?_
            rw [add_mul, one_mul, (lattice_add _ _).1]; ring
    have hs : ∑ q, latticeSin (q * r) = latticeCos r * ∑ q, latticeSin (q * r)
        + latticeSin r * ∑ q, latticeCos (q * r) := by
      calc _ = ∑ q, latticeSin ((q + 1) * r) :=
            (shift (fun q => latticeSin (q * r))).symm
        _ = _ := by
            rw [mul_sum, mul_sum, ← sum_add_distrib]
            refine sum_congr rfl fun q _ => ?_
            rw [add_mul, one_mul, (lattice_add _ _).2.1]; ring
    have hp : latticeCos r ^ 2 + latticeSin r ^ 2 = 1 := by
      unfold latticeCos latticeSin
      exact Real.cos_sq_add_sin_sq _
    have hne : latticeCos r ≠ 1 := by
      intro h1
      have hN : (0 : ℝ) < N := Nat.cast_pos.mpr (NeZero.pos N)
      have hv : (0 : ℝ) < r.val :=
        Nat.cast_pos.mpr (Nat.pos_of_ne_zero fun h0 => h ((ZMod.val_eq_zero r).1 h0))
      have hlt : (r.val : ℝ) < N := Nat.cast_lt.mpr (ZMod.val_lt r)
      have hpi := Real.pi_pos
      have hx : 0 < 2 * Real.pi * r.val / N := by positivity
      have hx' : 2 * Real.pi * r.val / N < 2 * Real.pi := by
        rw [div_lt_iff₀ hN]
        exact mul_lt_mul_of_pos_left hlt (by positivity)
      exact hx.ne' ((Real.cos_eq_one_iff_of_lt_of_lt (by linarith) hx').1 h1)
    have hz : (1 - latticeCos r) * ∑ q, latticeCos (q * r) = 0 := by
      linear_combination (1 / 2) * ((1 - latticeCos r) * hc - latticeSin r * hs
        - (∑ q, latticeCos (q * r)) * hp)
    exact (mul_eq_zero.1 hz).resolve_left (sub_ne_zero.2 hne.symm)

/-- The structure factor is the sum of the squared lengths of the cosine and sine
Fourier amplitudes of the spins. -/
theorem structureFactor_eq (s : ZMod N → V) (q : ZMod N) :
    structureFactor s q = ‖∑ i, latticeCos (q * i) • s i‖ ^ 2
      + ‖∑ i, latticeSin (q * i) • s i‖ ^ 2 := by
  rw [← real_inner_self_eq_norm_sq, ← real_inner_self_eq_norm_sq, sum_inner, sum_inner]
  simp only [structureFactor, inner_sum, real_inner_smul_left, real_inner_smul_right,
    ← sum_add_distrib]
  refine sum_congr rfl fun i _ => sum_congr rfl fun j _ => ?_
  rw [mul_sub, (lattice_add _ _).2.2]; ring

/-- Spectral form of the exchange energy, measured from an arbitrary reference level `c`
per squared spin length. -/
theorem energy_spectral (J : ZMod N → ℝ) (s : ZMod N → V) (c : ℝ) :
    ∑ q, (coupling J q - c) * structureFactor s q
      = N * (energy J s - c * ∑ i, ‖s i‖ ^ 2) := by
  have swap : ∀ f : ZMod N → ZMod N → ZMod N → ℝ,
      ∑ q, ∑ i, ∑ j, f q i j = ∑ i, ∑ j, ∑ q, f q i j := by
    intro f
    rw [sum_comm]
    exact sum_congr rfl fun i _ => sum_comm
  -- sum rule for the structure factor
  have h1 : ∑ q, structureFactor s q = N * ∑ i, ‖s i‖ ^ 2 := by
    simp only [structureFactor]
    rw [swap, mul_sum]
    refine sum_congr rfl fun i _ => ?_
    simp only [← sum_mul, sum_latticeCos, sub_eq_zero]
    simp [ite_mul]
  have prod : ∀ r t : ZMod N, ∑ q, latticeCos (q * r) * latticeCos (q * t)
      = ((if r - t = 0 then (N : ℝ) else 0) + (if r + t = 0 then (N : ℝ) else 0)) / 2 := by
    intro r t
    rw [← sum_latticeCos (r - t), ← sum_latticeCos (r + t), ← sum_add_distrib, sum_div]
    refine sum_congr rfl fun q _ => ?_
    rw [mul_sub, mul_add, (lattice_add _ _).2.2, (lattice_add _ _).1]; ring
  -- Fourier inversion returns the even part of the coupling
  have inv : ∀ t, ∑ q, coupling J q * latticeCos (q * t) = N * (J t + J (-t)) / 2 := by
    intro t
    calc _ = ∑ r, J r * ∑ q, latticeCos (q * r) * latticeCos (q * t) := by
          simp only [coupling_eq, sum_mul, mul_sum]
          rw [sum_comm]
          exact sum_congr rfl fun r _ => sum_congr rfl fun q _ => by ring
      _ = ∑ r, ((if r = t then N * J r / 2 else 0) + (if r = -t then N * J r / 2 else 0)) := by
          refine sum_congr rfl fun r _ => ?_
          rw [prod]
          simp only [sub_eq_zero, add_eq_zero_iff_eq_neg]
          split_ifs <;> ring
      _ = _ := by
          rw [sum_add_distrib]
          simp only [sum_ite_eq', mem_univ, if_true]
          ring
  have h2 : ∑ q, coupling J q * structureFactor s q = N * energy J s := by
    have e : ∀ i j, ∑ q, coupling J q * (latticeCos (q * (i - j)) * inner ℝ (s i) (s j))
        = N * (J (i - j) + J (j - i)) / 2 * inner ℝ (s i) (s j) := by
      intro i j
      rw [← neg_sub i j, ← inv, sum_mul]
      exact sum_congr rfl fun q _ => by ring
    have sw : ∑ i, ∑ j, J (j - i) * inner ℝ (s i) (s j) = energy J s := by
      rw [sum_comm]
      exact sum_congr rfl fun i _ => sum_congr rfl fun j _ => by rw [real_inner_comm]
    calc _ = ∑ i, ∑ j, N * (J (i - j) + J (j - i)) / 2 * inner ℝ (s i) (s j) := by
          simp only [structureFactor, mul_sum]
          rw [swap]
          exact sum_congr rfl fun i _ => sum_congr rfl fun j _ => e i j
      _ = N / 2 * energy J s + N / 2 * ∑ i, ∑ j, J (j - i) * inner ℝ (s i) (s j) := by
          simp only [energy, mul_sum, ← sum_add_distrib]
          exact sum_congr rfl fun i _ => sum_congr rfl fun j _ => by ring
      _ = _ := by rw [sw]; ring
  simp only [sub_mul, sum_sub_distrib, ← mul_sum]
  rw [h1, h2]; ring

/-- A spiral built on two orthonormal vectors has unit spins and energy `N K(q)`. -/
theorem spiral_energy (J : ZMod N → ℝ) {e f : V} (he : ‖e‖ = 1) (hf : ‖f‖ = 1)
    (hef : inner ℝ e f = 0) (q : ZMod N) :
    (∀ i, ‖spiral e f q i‖ = 1) ∧ energy J (spiral e f q) = N * coupling J q := by
  have hfe : inner ℝ f e = 0 := by rw [real_inner_comm]; exact hef
  -- the correlation depends only on the separation
  have h : ∀ i j, inner ℝ (spiral e f q i) (spiral e f q j) = latticeCos (q * (i - j)) := by
    intro i j
    rw [mul_sub, (lattice_add _ _).2.2]
    simp only [spiral, inner_add_left, inner_add_right, real_inner_smul_left,
      real_inner_smul_right, real_inner_self_eq_norm_sq, he, hf, hef, hfe]
    ring
  constructor
  · intro i
    have hi := h i i
    rw [sub_self, mul_zero, real_inner_self_eq_norm_sq] at hi
    exact (sq_eq_sq₀ (norm_nonneg _) zero_le_one).1 (by rw [hi]; simp [latticeCos])
  · have hk : ∀ i, ∑ j, J (i - j) * latticeCos (q * (i - j)) = coupling J q := by
      intro i
      rw [coupling_eq]
      exact Equiv.sum_comp (Equiv.subLeft i) (fun r => J r * latticeCos (q * r))
    simp only [energy, h, hk]
    simp [ZMod.card]

/-- Luttinger-Tisza theorem on a ring: for unit spins in `ℝⁿ`, `n ≥ 2`, the minimum of the
exchange energy is `N min K`, and a planar spiral attains it. -/
theorem luttinger_tisza {n : ℕ} (hn : 2 ≤ n) (J : ZMod N → ℝ) :
    IsLeast {E | ∃ s : ZMod N → EuclideanSpace ℝ (Fin n), (∀ i, ‖s i‖ = 1) ∧ energy J s = E}
      (N * minCoupling J) ∧
    ∃ (e f : EuclideanSpace ℝ (Fin n)) (q : ZMod N), ‖e‖ = 1 ∧ ‖f‖ = 1 ∧ inner ℝ e f = 0 ∧
      (∀ i, ‖spiral e f q i‖ = 1) ∧ energy J (spiral e f q) = N * minCoupling J := by
  obtain ⟨q, -, hq⟩ := exists_mem_eq_inf' (univ_nonempty (α := ZMod N)) (coupling J)
  have hq' : minCoupling J = coupling J q := hq
  let e : EuclideanSpace ℝ (Fin n) := EuclideanSpace.single ⟨0, by omega⟩ 1
  let f : EuclideanSpace ℝ (Fin n) := EuclideanSpace.single ⟨1, by omega⟩ 1
  have he : ‖e‖ = 1 := by simp [e]
  have hf : ‖f‖ = 1 := by simp [f]
  have hef : inner ℝ e f = 0 := by simp [e, f, EuclideanSpace.inner_single_left]
  obtain ⟨hu, hE⟩ := spiral_energy J he hf hef q
  rw [← hq'] at hE
  refine ⟨⟨⟨spiral e f q, hu, hE⟩, ?_⟩, e, f, q, he, hf, hef, hu, hE⟩
  rintro E ⟨s, hs, rfl⟩
  -- every term of the spectral form is nonnegative above the minimum of `K`
  have hx := energy_spectral J s (minCoupling J)
  have hsum : ∑ i, ‖s i‖ ^ 2 = (N : ℝ) := by simp [hs, ZMod.card]
  have h0 : 0 ≤ ∑ k, (coupling J k - minCoupling J) * structureFactor s k := by
    refine sum_nonneg fun k _ => mul_nonneg (sub_nonneg.2 (inf'_le _ (mem_univ k))) ?_
    rw [structureFactor_eq]; positivity
  rw [hx, hsum] at h0
  have hN : (0 : ℝ) < N := Nat.cast_pos.mpr (NeZero.pos N)
  have := nonneg_of_mul_nonneg_right h0 hN
  linarith

/-- A configuration of unit spins has energy `N min K` exactly when its structure factor
vanishes at every wave number where `K` exceeds its minimum. -/
theorem energy_eq_min_iff (J : ZMod N → ℝ) (s : ZMod N → V) (hs : ∀ i, ‖s i‖ = 1) :
    energy J s = N * minCoupling J ↔
      ∀ q, minCoupling J < coupling J q → structureFactor s q = 0 := by
  have hx := energy_spectral J s (minCoupling J)
  have hsum : ∑ i, ‖s i‖ ^ 2 = (N : ℝ) := by simp [hs, ZMod.card]
  have hmin : ∀ k, minCoupling J ≤ coupling J k := fun k => inf'_le _ (mem_univ k)
  have hnn : ∀ k ∈ (univ : Finset (ZMod N)),
      0 ≤ (coupling J k - minCoupling J) * structureFactor s k := by
    refine fun k _ => mul_nonneg (sub_nonneg.2 (hmin k)) ?_
    rw [structureFactor_eq]; positivity
  rw [hsum] at hx
  constructor
  · intro h q hq
    have hz : ∑ k, (coupling J k - minCoupling J) * structureFactor s k = 0 := by
      rw [hx, h]; ring
    have hk := (sum_eq_zero_iff_of_nonneg hnn).1 hz q (mem_univ q)
    exact (mul_eq_zero.1 hk).resolve_left (sub_pos.2 hq).ne'
  · intro h
    have hz : ∑ k, (coupling J k - minCoupling J) * structureFactor s k = 0 := by
      refine sum_eq_zero fun k _ => ?_
      rcases (hmin k).eq_or_lt with hk | hk
      · rw [hk, sub_self, zero_mul]
      · rw [h k hk, mul_zero]
    rw [hx] at hz
    have hN : (N : ℝ) ≠ 0 := Nat.cast_ne_zero.mpr (NeZero.ne N)
    have := (mul_eq_zero.1 hz).resolve_left hN
    linarith

/-- For one-component unit spins on the antiferromagnetic triangle, the energy always lies strictly
above `N min K`. -/
theorem ising_triangle (s : ZMod 3 → ℝ) (hs : ∀ i, ‖s i‖ = 1) :
    3 * minCoupling (fun r : ZMod 3 => if r = 0 then (0 : ℝ) else 1)
      < energy (fun r : ZMod 3 => if r = 0 then (0 : ℝ) else 1) s := by
  have h3 : ∀ f : ZMod 3 → ℝ, ∑ i, f i = f 0 + f 1 + f 2 := fun f => Fin.sum_univ_three f
  have a1 : (0 : ZMod 3) ≠ 1 := by decide
  have a2 : (0 : ZMod 3) ≠ 2 := by decide
  have a3 : (1 : ZMod 3) ≠ 2 := by decide
  -- the wave number `1` has `K = -1`
  have hK : coupling (fun r : ZMod 3 => if r = 0 then (0 : ℝ) else 1) 1 = -1 := by
    have ho := sum_latticeCos (1 : ZMod 3)
    have hc : latticeCos (0 : ZMod 3) = 1 := by simp [latticeCos]
    rw [if_neg a1.symm, h3] at ho
    simp only [mul_one, hc] at ho
    rw [coupling_eq, h3]
    simp only [one_mul, if_true, if_neg a1.symm, if_neg a2.symm, zero_mul]
    linarith
  have hm : minCoupling (fun r : ZMod 3 => if r = 0 then (0 : ℝ) else 1) ≤ -1 :=
    hK ▸ inf'_le _ (mem_univ (1 : ZMod 3))
  have sp : ∀ i, s i = 1 ∨ s i = -1 := fun i => eq_or_eq_neg_of_abs_eq (hs i)
  -- two of the three Ising spins must be parallel
  have hE : -2 ≤ energy (fun r : ZMod 3 => if r = 0 then (0 : ℝ) else 1) s := by
    simp only [energy, h3, sub_eq_zero, if_true, if_neg a1, if_neg a2, if_neg a3,
      if_neg a1.symm, if_neg a2.symm, if_neg a3.symm, RCLike.inner_apply, conj_trivial]
    rcases sp 0 with a | a <;> rcases sp 1 with b | b <;> rcases sp 2 with c | c <;>
      simp only [a, b, c] <;> norm_num
  linarith

end

end LuttingerTisza
```

```lean
#print axioms LuttingerTisza.spiral_energy
#print axioms LuttingerTisza.luttinger_tisza
#print axioms LuttingerTisza.energy_eq_min_iff
#print axioms LuttingerTisza.ising_triangle
```

```
'LuttingerTisza.spiral_energy' depends on axioms: [propext, Classical.choice, Quot.sound]
'LuttingerTisza.luttinger_tisza' depends on axioms: [propext, Classical.choice, Quot.sound]
'LuttingerTisza.energy_eq_min_iff' depends on axioms: [propext, Classical.choice, Quot.sound]
'LuttingerTisza.ising_triangle' depends on axioms: [propext, Classical.choice, Quot.sound]
```

`lattice_int` makes the waves well defined mod N, and `lattice_add` supplies the addition formulas. `sum_latticeCos` is orthogonality, `structureFactor_eq` the sum of squares, and `energy_spectral` the identity with free c, where `inv` recovers the even part of J. `spiral_energy` evaluates the spiral. The main theorem picks a minimising q with `exists_mem_eq_inf'` and obtains the lower bound from `sum_nonneg`.

The equality criterion uses the fact that a sum of nonnegative terms vanishes only if every term does. The triangle proof checks all eight sign patterns.

## How `linear_combination` eliminates the sine sum

Orthogonality turns on one algebraic step: removing B from the two shifted equations. In Lean these are `hc` and `hs`, and `hp` is cos² θr + sin² θr = 1. The tactic is told to take (1−cos θr) times `hc`, minus sin θr times `hs`, minus A times `hp`, and to multiply the whole result by 1/2. It then uses ring arithmetic to check that this combination yields (1−cos θr)A = 0. The multipliers come from the elimination by hand; the tactic verifies them and does not search for them.
